# For finitely many fragments, the increments beyond n bodies vanish exactly when the energy is a polynomial of degree at most n in the occupations

A molecular cluster is split into fragments, and energies are computed for single fragments, pairs, triples and so on, all at the geometry they have in the full cluster. The many-body expansion assembles the total energy from these results and is usually stopped after a few orders. For which energies does stopping after \(n\) bodies lose nothing, whichever subsystem is considered?

## Energies, increments and occupations

The fragments are the elements of a type `ι`, and a subsystem is a finite set \(S\) of them.

In Lean 4 with Mathlib:

```lean
import Mathlib

open Finset

namespace ManyBodyIncrements

noncomputable section

variable {ι : Type*} [DecidableEq ι]
```

An energy assigns a real number \(E(S)\) to every subsystem. It is otherwise arbitrary: no Hamiltonian is specified, and \(E(\emptyset)\) need not be zero. Its increment at \(S\) is

\[ D_E(S)=\sum_{T\subseteq S}(-1)^{|S\setminus T|}E(T). \]

For a pair this is \(E(\{a,b\})-E(\{a\})-E(\{b\})+E(\emptyset)\).

```lean
/-- The many-body increment of the energy `E` for the subsystem `S`: the alternating
inclusion-exclusion sum of the energies of all subsystems of `S`. -/
def increment (E : Finset ι → ℝ) (S : Finset ι) : ℝ :=
  ∑ T ∈ S.powerset, (-1) ^ (S \ T).card * E T
```

The occupation vector of \(S\) has entries \(x_i(S)=1\) for \(i\in S\) and \(0\) otherwise.

```lean
/-- The occupation vector of a subsystem: 1 for fragments that are present, 0 for the others. -/
def occupation (S : Finset ι) (i : ι) : ℝ := if i ∈ S then 1 else 0
```

With one variable \(X_i\) per fragment, the increments up to order \(n\) define the polynomial

\[ P_n=\sum_{|T|\le n}D_E(T)\prod_{i\in T}X_i . \]

The sum runs over all clusters, so the fragment set is finite from here on wherever `Fintype ι` appears.

```lean
/-- The polynomial in the occupation variables whose coefficients are the increments of all
clusters of at most `n` fragments. -/
def clusterPolynomial [Fintype ι] (E : Finset ι → ℝ) (n : ℕ) : MvPolynomial ι ℝ :=
  ∑ T ∈ (univ : Finset (Finset ι)).filter (fun T => T.card ≤ n),
    MvPolynomial.C (increment E T) * ∏ i ∈ T, MvPolynomial.X i
```

## The expansion is exact when complete

Let \(j\notin S\) and \(\Delta_jE(T)=E(T\cup\{j\})-E(T)\). The subsets of \(S\cup\{j\}\) are the sets \(T\) and \(T\cup\{j\}\) with \(T\subseteq S\). Those without \(j\) acquire one extra sign, hence

\[ D_E(S\cup\{j\})=\sum_{T\subseteq S}(-1)^{|S\setminus T|}\bigl[E(T\cup\{j\})-E(T)\bigr]=D_{\Delta_jE}(S). \]

In the proof, `h1` and `h2` identify the two set differences, and `ring` combines the signs.

```lean
/-- The increment of a subsystem enlarged by a fragment `j` is the increment, on the original
subsystem, of the energy change caused by adding `j`. -/
theorem increment_insert (E : Finset ι → ℝ) {j : ι} {S : Finset ι} (hj : j ∉ S) :
    increment E (insert j S) = increment (fun T => E (insert j T) - E T) S := by
  simp only [increment]
  rw [Finset.sum_powerset_insert hj, ← Finset.sum_add_distrib]
  refine Finset.sum_congr rfl fun T hT => ?_
  have hjT : j ∉ T := fun h => hj (Finset.mem_powerset.1 hT h)
  have h1 : insert j S \ T = insert j (S \ T) := by
    ext x
    by_cases hx : x = j <;> simp [hx, hjT]
  have h2 : insert j S \ insert j T = S \ T := by
    ext x
    by_cases hx : x = j <;> simp [hx, hj]
  have h3 : j ∉ S \ T := fun h => hj (Finset.mem_sdiff.1 h).1
  rw [h1, h2, Finset.card_insert_of_notMem h3]
  ring
```

Now use induction on \(S\). For the empty set, \(D_E(\emptyset)=E(\emptyset)\). Adding \(j\) gives

\[ \sum_{T\subseteq S\cup\{j\}}D_E(T)=\sum_{T\subseteq S}D_E(T)+\sum_{T\subseteq S}D_{\Delta_jE}(T)=E(S)+\Delta_jE(S)=E(S\cup\{j\}). \]

The induction hypothesis is needed for both \(E\) and \(\Delta_jE\), which is why the induction generalises over `E`.

```lean
/-- The complete many-body expansion is exact: the increments of all subsystems of `S` add up
to the energy of `S`. -/
theorem sum_increment (E : Finset ι → ℝ) (S : Finset ι) :
    ∑ T ∈ S.powerset, increment E T = E S := by
  induction S using Finset.induction_on generalizing E with
  | empty => simp [increment]
  | insert j S hj ih =>
    -- clusters containing `j` expand the energy change caused by adding `j`
    have h : ∑ T ∈ S.powerset, increment E (insert j T)
        = ∑ T ∈ S.powerset, increment (fun U => E (insert j U) - E U) T :=
      Finset.sum_congr rfl fun T hT =>
        increment_insert E fun h => hj (Finset.mem_powerset.1 hT h)
    rw [Finset.sum_powerset_insert hj, h, ih E, ih (fun U => E (insert j U) - E U)]
    ring
```

## Spectators and linearity

If adding \(j\) never changes the energy, then \(\Delta_jE=0\). For \(j\in S\), the first identity gives \(D_E(S)=D_{\Delta_jE}(S\setminus\{j\})=0\).

```lean
/-- If the energy never changes when the fragment `j` is added, the increment of every
subsystem containing `j` vanishes. -/
theorem increment_eq_zero_of_spectator (E : Finset ι → ℝ) {j : ι} {S : Finset ι}
    (hj : j ∈ S) (h : ∀ T, E (insert j T) = E T) : increment E S = 0 := by
  rw [← Finset.insert_erase hj, increment_insert E (by simp)]
  simp [increment, h]
```

Exchanging two finite sums shows that increments are linear: for \(E=\sum_d c_dF_d\), one has \(D_E(S)=\sum_d c_dD_{F_d}(S)\).

```lean
/-- The increment of a linear combination of energies is the same linear combination of
their increments. -/
theorem increment_sum {κ : Type*} (s : Finset κ) (c : κ → ℝ) (F : κ → Finset ι → ℝ)
    (S : Finset ι) :
    increment (fun T => ∑ d ∈ s, c d * F d T) S = ∑ d ∈ s, c d * increment (F d) S := by
  simp only [increment, Finset.mul_sum]
  rw [Finset.sum_comm]
  exact Finset.sum_congr rfl fun _ _ => Finset.sum_congr rfl fun _ _ => by ring
```

## The polynomial reproduces the truncated expansion

Each term of \(P_n\) is a constant times a product of \(|T|\le n\) variables, so its degree is at most \(n\). The same bound holds for the sum.

```lean
/-- The cluster polynomial of order `n` has total degree at most `n`. -/
theorem totalDegree_clusterPolynomial [Fintype ι] (E : Finset ι → ℝ) (n : ℕ) :
    (clusterPolynomial E n).totalDegree ≤ n := by
  refine MvPolynomial.totalDegree_finsetSum_le fun T hT => ?_
  have hT' : T.card ≤ n := (Finset.mem_filter.1 hT).2
  have h1 := MvPolynomial.totalDegree_mul (MvPolynomial.C (increment E T))
    (∏ i ∈ T, (MvPolynomial.X i : MvPolynomial ι ℝ))
  have h2 := MvPolynomial.totalDegree_finsetProd T
    (fun i => (MvPolynomial.X i : MvPolynomial ι ℝ))
  simp only [MvPolynomial.totalDegree_X, Finset.sum_const, smul_eq_mul, mul_one] at h2
  rw [MvPolynomial.totalDegree_C] at h1
  omega
```

At the occupation vector of \(S\), the product \(\prod_{i\in T}x_i(S)\) is 1 if \(T\subseteq S\); otherwise a missing fragment contributes a factor 0. Therefore

\[ P_n(x(S))=\sum_{T\subseteq S,\ |T|\le n}D_E(T). \]

The product rule is `hprod`; the remaining lines match the two index sets.

```lean
/-- At the occupation vector of `S`, the cluster polynomial of order `n` equals the many-body
expansion of `S` truncated after the `n`-body increments. -/
theorem eval_clusterPolynomial [Fintype ι] (E : Finset ι → ℝ) (n : ℕ) (S : Finset ι) :
    MvPolynomial.eval (occupation S) (clusterPolynomial E n)
      = ∑ T ∈ S.powerset.filter (fun T => T.card ≤ n), increment E T := by
  -- a product of occupations tests whether the whole cluster is present
  have hprod : ∀ T : Finset ι, ∏ i ∈ T, occupation S i = if T ⊆ S then 1 else 0 := by
    intro T
    split_ifs with h
    · exact Finset.prod_eq_one fun i hi => by simp [occupation, h hi]
    · obtain ⟨i, hi, hiS⟩ := Finset.not_subset.1 h
      exact Finset.prod_eq_zero hi (by simp [occupation, hiS])
  simp only [clusterPolynomial, map_sum, map_mul, map_prod, MvPolynomial.eval_C,
    MvPolynomial.eval_X, hprod, mul_ite, mul_one, mul_zero]
  rw [← Finset.sum_filter, Finset.filter_filter]
  refine Finset.sum_congr ?_ fun _ _ => rfl
  ext T
  simp [and_comm]
```

## The equivalence

The theorem says that \(D_E(S)=0\) for every \(S\) with \(|S|>n\) if and only if a single real polynomial \(p\), of total degree at most \(n\), satisfies \(E(S)=p(x(S))\) for every \(S\).

If the higher increments vanish, the truncated sum equals the complete one, so \(P_n(x(S))=E(S)\).

Conversely, write \(p=\sum_d c_d\prod_i X_i^{d_i}\), where \(d\) runs over exponent vectors. A monomial with \(c_d\ne0\) involves at most \(\sum_i d_i\le n\) fragments. If \(|S|>n\), some \(j\in S\) is absent from it and is a spectator, so its increment at \(S\) is zero. Linearity gives \(D_E(S)=0\).

```lean
/-- All increments beyond the `n`-body level vanish if and only if the energy is given by one
real polynomial of total degree at most `n` in the fragment occupations. -/
theorem increments_vanish_iff_polynomial [Fintype ι] (E : Finset ι → ℝ) (n : ℕ) :
    (∀ S : Finset ι, n < S.card → increment E S = 0) ↔
      ∃ p : MvPolynomial ι ℝ, p.totalDegree ≤ n ∧
        ∀ S : Finset ι, E S = MvPolynomial.eval (occupation S) p := by
  constructor
  · intro h
    refine ⟨clusterPolynomial E n, totalDegree_clusterPolynomial E n, fun S => ?_⟩
    have hs : ∑ T ∈ S.powerset.filter (fun T => T.card ≤ n), increment E T
        = ∑ T ∈ S.powerset, increment E T :=
      Finset.sum_filter_of_ne fun T _ hT => not_lt.1 fun hn => hT (h T hn)
    rw [eval_clusterPolynomial, hs, sum_increment]
  · rintro ⟨p, hp, hE⟩ S hS
    have hE' : E = fun T => ∑ d ∈ p.support,
        p.coeff d * ∏ i ∈ d.support, occupation T i ^ d i := by
      funext T
      rw [hE T, MvPolynomial.eval_eq]
    rw [hE', increment_sum p.support (fun d => p.coeff d)
      (fun d T => ∏ i ∈ d.support, occupation T i ^ d i)]
    refine Finset.sum_eq_zero fun d hd => ?_
    -- a monomial of degree at most `n` involves at most `n` fragments
    have h1 : d.support.card ≤ ∑ i ∈ d.support, d i := by
      rw [Finset.card_eq_sum_ones]
      exact Finset.sum_le_sum fun i hi =>
        Nat.one_le_iff_ne_zero.2 (Finsupp.mem_support_iff.1 hi)
    have h2 : ∑ i ∈ d.support, d i ≤ p.totalDegree := MvPolynomial.le_totalDegree hd
    have h3 : ¬ S ⊆ d.support := fun h => by
      have := Finset.card_le_card h
      omega
    -- so some fragment of `S` is a spectator
    obtain ⟨j, hjS, hjd⟩ := Finset.not_subset.1 h3
    rw [increment_eq_zero_of_spectator _ hjS, mul_zero]
    intro T
    refine Finset.prod_congr rfl fun i hi => ?_
    have hij : i ≠ j := fun h => hjd (h ▸ hi)
    simp [occupation, hij]
```

This answers the opening question for finitely many fragments at fixed geometry. If the expansion truncated at \(n\) bodies is exact for all subsystems, then \(E(S)=P_n(x(S))\) for every \(S\), so the energy is a polynomial of degree at most \(n\) in the occupations. Conversely, for such a polynomial the higher increments vanish and the truncation is exact. A pair-additive force field with fixed parameters is an example with \(n=2\). The theorem gives no error estimate when higher increments are merely small.

## A single cluster energy shows that the degree is sharp

Let \(E_A(S)=1\) if \(A\subseteq S\), and \(0\) otherwise. In \(D_{E_A}(A)\) only \(T=A\) contributes, so the increment is 1, which rules out degree at most \(n\) when \(|A|>n\). If \(|A|\le n<|S|\), some fragment of \(S\) lies outside \(A\) and is a spectator, so \(D_{E_A}(S)=0\).

```lean
/-- The energy that is 1 when the whole cluster `A` is present and 0 otherwise is a polynomial
of total degree at most `n` in the occupations exactly when `A` has at most `n` fragments. -/
theorem cluster_energy_polynomial_iff [Fintype ι] (A : Finset ι) (n : ℕ) :
    (∃ p : MvPolynomial ι ℝ, p.totalDegree ≤ n ∧
      ∀ S : Finset ι, (if A ⊆ S then (1 : ℝ) else 0) = MvPolynomial.eval (occupation S) p) ↔
      A.card ≤ n := by
  rw [← increments_vanish_iff_polynomial (fun S => if A ⊆ S then (1 : ℝ) else 0) n]
  constructor
  · intro h
    by_contra hn
    -- the increment of the cluster `A` itself equals 1
    have h1 : increment (fun S => if A ⊆ S then (1 : ℝ) else 0) A = 1 := by
      unfold increment
      rw [Finset.sum_eq_single A]
      · simp
      · intro T hT hne
        have hAT : ¬ A ⊆ T := fun h' =>
          hne (Finset.Subset.antisymm (Finset.mem_powerset.1 hT) h')
        simp [hAT]
      · simp
    rw [h A (not_le.1 hn)] at h1
    exact zero_ne_one h1
  · intro hA S hS
    have h3 : ¬ S ⊆ A := fun h => by
      have := Finset.card_le_card h
      omega
    obtain ⟨j, hjS, hjA⟩ := Finset.not_subset.1 h3
    refine increment_eq_zero_of_spectator _ hjS fun T => ?_
    have hiff : A ⊆ insert j T ↔ A ⊆ T := by
      refine ⟨fun h i hi => ?_, fun h => h.trans (Finset.subset_insert j T)⟩
      exact (Finset.mem_insert.1 (h hi)).resolve_left fun hij => hjA (hij ▸ hi)
    simp only [hiff]

end

end ManyBodyIncrements
```

```lean
#print axioms ManyBodyIncrements.increments_vanish_iff_polynomial
#print axioms ManyBodyIncrements.cluster_energy_polynomial_iff
```

```
'ManyBodyIncrements.increments_vanish_iff_polynomial' depends on axioms: [propext, Classical.choice, Quot.sound]
'ManyBodyIncrements.cluster_energy_polynomial_iff' depends on axioms: [propext, Classical.choice, Quot.sound]
```

## Vanishing pairs are not enough, and spins in place of occupations

The condition must cover all orders above \(n\), not only the next one. Take three fragments, \(A\) the whole trimer and \(n=1\). Every pair increment of \(E_A\) vanishes, yet the trimer increment is 1 and no polynomial of degree at most 1 gives the energy.

Presence and absence could also be encoded by \(\sigma_i=2x_i-1=\pm1\). This affine change of variables preserves the degree bound and hence the equivalence. In \(P_n\), however, the coefficient of \(\prod_{i\in U}\sigma_i\) becomes \(\sum_{T\supseteq U,\ |T|\le n}2^{-|T|}D_E(T)\), which for \(|U|<n\) can mix increments of different orders.
